# The trace of a two-spin swap on the spin functions annihilated by S⁺

Let N electron spins be coupled to total spin S = M = N/2 − k. Such spin functions have k betas and satisfy S⁺ψ = 0, and exchanging two spins in one of them gives a function of the same kind. The trace of the exchange, divided by the dimension of the space, is its mean over these functions; in a spin-½ Heisenberg model this fixes the mean energy at given S. For 2k ≤ N the trace is an alternating sum of four binomials.

In Lean 4 with Mathlib:

```lean
import Mathlib

open Finset
open scoped ComplexConjugate

namespace SpinCharacters

noncomputable section
```

## Spins as sets of beta sites

A state gives an amplitude ψ(A) to each set A of beta sites. Spatial orbitals do not enter.

```lean
/-- A state of `N` spins one half: an amplitude for every set of sites carrying a beta spin. -/
abbrev State (N : ℕ) := Finset (Fin N) → ℂ
```

With ħ = 1, raising reads the amplitudes with one more beta:

(S⁺ψ)(A) = Σ_{i∉A} ψ(A ∪ {i})

```lean
variable {N : ℕ}

/-- The total raising operator `S⁺`, which turns one beta into an alpha, summed over sites. -/
def raise : State N →ₗ[ℂ] State N where
  toFun ψ A := ∑ i ∈ Aᶜ, ψ (insert i A)
  map_add' φ ψ := by ext A; simp [sum_add_distrib]
  map_smul' c ψ := by ext A; simp [mul_sum]
```

Lowering reads those with one fewer:

(S⁻ψ)(A) = Σ_{i∈A} ψ(A \ {i})

```lean
/-- The total lowering operator `S⁻`, which turns one alpha into a beta, summed over sites. -/
def lower : State N →ₗ[ℂ] State N where
  toFun ψ A := ∑ i ∈ A, ψ (A.erase i)
  map_add' φ ψ := by ext A; simp [sum_add_distrib]
  map_smul' c ψ := by ext A; simp [mul_sum]
```

A permutation σ carries the spin at i to σ(i):

(P_σψ)(A) = ψ(σ⁻¹A)

```lean
/-- The permutation operator that carries the spin at site `i` to site `σ i`. -/
def permute (σ : Equiv.Perm (Fin N)) : State N →ₗ[ℂ] State N where
  toFun ψ A := ψ (A.image σ.symm)
  map_add' _ _ := rfl
  map_smul' _ _ := rfl
```

The number k of betas is an integer, so the sector k − 1 exists at k = 0, where it is zero.

```lean
/-- The states with exactly `k` betas; `k` is an integer, and the space is zero for `k < 0`. -/
def sector (N : ℕ) (k : ℤ) : Submodule ℂ (State N) where
  carrier := {ψ | ∀ A : Finset (Fin N), (A.card : ℤ) ≠ k → ψ A = 0}
  add_mem' := by
    intro φ ψ hφ hψ A hA
    simp [hφ A hA, hψ A hA]
  zero_mem' := fun _ _ => rfl
  smul_mem' := by
    intro c ψ h A hA
    simp [h A hA]
```

The space of interest is ker S⁺ within sector k. No S² operator is defined; the condition S⁺ψ = 0 takes its place.

```lean
/-- The spin functions with `k` betas that are annihilated by `S⁺`. -/
def spinFunctions (N : ℕ) (k : ℤ) : Submodule ℂ (State N) :=
  LinearMap.ker (raise (N := N)) ⊓ sector N k
```

## Raising is equivariant and onto

Substituting j = σ⁻¹(i) (`Finset.sum_equiv`) gives

(S⁺P_σψ)(A) = Σ_{j∉σ⁻¹A} ψ(σ⁻¹A ∪ {j}) = (P_σS⁺ψ)(A)

```lean
/-- Raising the total spin projection commutes with every permutation of the spins. -/
theorem raise_permute (σ : Equiv.Perm (Fin N)) (ψ : State N) :
    raise (permute σ ψ) = permute σ (raise ψ) := by
  funext A
  change ∑ i ∈ Aᶜ, ψ ((insert i A).image σ.symm) =
    ∑ i ∈ (A.image σ.symm)ᶜ, ψ (insert i (A.image σ.symm))
  refine Finset.sum_equiv σ.symm (fun i => by simp) (fun i _ => ?_)
  rw [image_insert]
```

P_σ preserves |A|, so it restricts to each sector.

```lean
/-- The action of a permutation on the states with `k` betas. -/
def permuteSector (σ : Equiv.Perm (Fin N)) (k : ℤ) : sector N k →ₗ[ℂ] sector N k :=
  (permute σ).restrict (by
    intro ψ h
    change ∀ A : Finset (Fin N), (A.card : ℤ) ≠ k → ψ (A.image σ.symm) = 0
    intro A hA
    exact h _ (by rwa [card_image_of_injective _ σ.symm.injective]))
```

By the commutation, it also restricts to the kernel.

```lean
/-- The action of a permutation on the spin functions with `k` betas annihilated by `S⁺`. -/
def permuteSpin (σ : Equiv.Perm (Fin N)) (k : ℤ) :
    spinFunctions N k →ₗ[ℂ] spinFunctions N k :=
  (permute σ).restrict (by
    intro ψ h
    have h' : raise ψ = 0 ∧ ψ ∈ sector N k := h
    have h0 : raise (permute σ ψ) = 0 := by rw [raise_permute, h'.1, map_zero]
    exact ⟨h0, (permuteSector σ k ⟨ψ, h'.2⟩).2⟩)
```

In S⁺S⁻ψ(A), undoing the same flip gives (N − |A|)ψ(A); in S⁻S⁺ψ(A) it gives |A|ψ(A). The remaining terms, ψ((A \ {j}) ∪ {i}) with i ∉ A and j ∈ A, agree after `sum_comm`. Hence

[S⁺, S⁻]ψ(A) = (N − 2|A|)ψ(A)

```lean
/-- The commutator of `S⁺` and `S⁻` multiplies each amplitude by the number of alphas minus
the number of betas. -/
theorem raise_lower (ψ : State N) (A : Finset (Fin N)) :
    raise (lower ψ) A = lower (raise ψ) A + ((N : ℂ) - 2 * A.card) * ψ A := by
  have h1 : raise (lower ψ) A = (Aᶜ.card : ℂ) * ψ A +
      ∑ i ∈ Aᶜ, ∑ j ∈ A, ψ (insert i (A.erase j)) := by
    change ∑ i ∈ Aᶜ, ∑ j ∈ insert i A, ψ ((insert i A).erase j) = _
    rw [← nsmul_eq_mul, ← sum_const, ← sum_add_distrib]
    refine sum_congr rfl fun i hi => ?_
    have hi' : i ∉ A := by simpa using hi
    rw [sum_insert hi', erase_insert hi']
    congr 1
    refine sum_congr rfl fun j hj => ?_
    have hne : i ≠ j := by
      rintro rfl
      exact hi' hj
    rw [erase_insert_of_ne hne]
  have h2 : lower (raise ψ) A = (A.card : ℂ) * ψ A +
      ∑ j ∈ A, ∑ i ∈ Aᶜ, ψ (insert i (A.erase j)) := by
    change ∑ j ∈ A, ∑ i ∈ (A.erase j)ᶜ, ψ (insert i (A.erase j)) = _
    rw [← nsmul_eq_mul, ← sum_const, ← sum_add_distrib]
    refine sum_congr rfl fun j hj => ?_
    rw [compl_erase, sum_insert (by simpa using hj), insert_erase hj]
  have h3 := sum_comm (s := Aᶜ) (t := A) (f := fun i j => ψ (insert i (A.erase j)))
  have hc : (Aᶜ.card : ℂ) = N - A.card := by
    rw [card_compl, Fintype.card_fin, Nat.cast_sub (by simpa using card_le_univ A)]
  rw [h1, h2, h3, hc]
  ring
```

Pairing (A, i∈A) with (A \ {i}, i) gives

Σ_A φ(A)(S⁻ψ)(A) = Σ_A (S⁺φ)(A)ψ(A)

```lean
/-- `S⁺` and `S⁻` are transposes of each other. -/
theorem sum_mul_lower (φ ψ : State N) :
    ∑ A, φ A * lower ψ A = ∑ A, raise φ A * ψ A := by
  change ∑ A : Finset (Fin N), φ A * ∑ i ∈ A, ψ (A.erase i) =
    ∑ A : Finset (Fin N), (∑ i ∈ Aᶜ, φ (insert i A)) * ψ A
  simp_rw [mul_sum, sum_mul]
  rw [sum_sigma', sum_sigma']
  refine sum_bij' (fun x _ => ⟨x.1.erase x.2, x.2⟩) (fun x _ => ⟨insert x.2 x.1, x.2⟩)
    ?_ ?_ ?_ ?_ ?_
  · rintro ⟨A, i⟩ h
    simp
  · rintro ⟨A, i⟩ h
    simp
  · rintro ⟨A, i⟩ h
    have hi : i ∈ A := by simpa using h
    simp [insert_erase hi]
  · rintro ⟨A, i⟩ h
    have hi : i ∉ A := by simpa using h
    simp [erase_insert hi]
  · rintro ⟨A, i⟩ h
    have hi : i ∈ A := by simpa using h
    simp [insert_erase hi]
```

Let v have k − 1 betas and S⁺S⁻v = 0. The commutator gives S⁻S⁺v = −(N − 2k + 2)v. Multiplying by v* and summing,

‖S⁺v‖² = −(N − 2k + 2)‖v‖²

For 2k ≤ N + 1 the bracket is positive, so v = 0. Thus S⁺S⁻ is injective on a finite-dimensional sector, hence surjective, and every φ there is S⁺(S⁻v) for some v.

```lean
/-- If `2k ≤ N + 1`, then `S⁺` maps the states with `k` betas onto those with `k - 1` betas. -/
theorem map_raise_sector {k : ℤ} (hk : 2 * k ≤ N + 1) :
    (sector N k).map raise = sector N (k - 1) := by
  have hup : ∀ ψ ∈ sector N k, raise ψ ∈ sector N (k - 1) := by
    intro ψ h
    change ∀ A : Finset (Fin N), (A.card : ℤ) ≠ k - 1 → ∑ i ∈ Aᶜ, ψ (insert i A) = 0
    refine fun A hA => sum_eq_zero fun i hi => h _ ?_
    have := card_insert_of_notMem (show i ∉ A by simpa using hi)
    omega
  have hdown : ∀ ψ ∈ sector N (k - 1), lower ψ ∈ sector N k := by
    intro ψ h
    change ∀ A : Finset (Fin N), (A.card : ℤ) ≠ k → ∑ i ∈ A, ψ (A.erase i) = 0
    refine fun A hA => sum_eq_zero fun i hi => h _ ?_
    have := card_erase_add_one hi
    omega
  -- `S⁺S⁻` is injective on the sector with `k - 1` betas
  have hinj : ∀ v ∈ sector N (k - 1), raise (lower v) = 0 → v = 0 := by
    intro v hv h0
    have hpt : ∀ A, conj (v A) * lower (raise v) A =
        ((-(((N : ℝ) - 2 * (k - 1)) * Complex.normSq (v A)) : ℝ) : ℂ) := by
      intro A
      by_cases hA : (A.card : ℤ) = k - 1
      · have hc := raise_lower v A
        have hA' := congrArg (Int.cast : ℤ → ℂ) hA
        push_cast at hA'
        rw [h0, hA', Pi.zero_apply] at hc
        push_cast
        rw [Complex.normSq_eq_conj_mul_self]
        linear_combination -(conj (v A)) * hc
      · simp [hv A hA]
    have hconj : ∀ A, raise (fun B => conj (v B)) A = conj (raise v A) := by
      intro A
      change ∑ i ∈ Aᶜ, conj (v (insert i A)) = conj (∑ i ∈ Aᶜ, v (insert i A))
      rw [map_sum]
    have key : ∑ A, Complex.normSq (raise v A) =
        ∑ A, -(((N : ℝ) - 2 * (k - 1)) * Complex.normSq (v A)) := by
      apply Complex.ofReal_injective
      rw [Complex.ofReal_sum, Complex.ofReal_sum]
      calc ∑ A, ((Complex.normSq (raise v A) : ℝ) : ℂ)
          = ∑ A, raise (fun B => conj (v B)) A * raise v A :=
            sum_congr rfl fun A _ => by rw [hconj, Complex.normSq_eq_conj_mul_self]
        _ = ∑ A, conj (v A) * lower (raise v) A := (sum_mul_lower _ _).symm
        _ = _ := sum_congr rfl fun A _ => hpt A
    have hc : 0 < (N : ℝ) - 2 * (k - 1) := by
      have : (2 * k : ℝ) ≤ N + 1 := by exact_mod_cast hk
      linarith
    have h1 : 0 ≤ ∑ A, Complex.normSq (raise v A) :=
      sum_nonneg fun _ _ => Complex.normSq_nonneg _
    rw [key, sum_neg_distrib, ← mul_sum] at h1
    funext A
    by_contra hne
    have hpos : 0 < Complex.normSq (v A) := Complex.normSq_pos.2 hne
    have h3 := single_le_sum (f := fun B => Complex.normSq (v B))
      (fun B _ => Complex.normSq_nonneg (v B)) (mem_univ A)
    have h4 := mul_pos hc (lt_of_lt_of_le hpos h3)
    linarith
  apply le_antisymm
  · rintro _ ⟨ψ, hψ, rfl⟩
    exact hup ψ hψ
  · intro φ hφ
    let T : sector N (k - 1) →ₗ[ℂ] sector N (k - 1) :=
      (raise ∘ₗ lower).restrict (fun ψ h => hup _ (hdown ψ h))
    have hT : Function.Injective T := by
      rw [← LinearMap.ker_eq_bot, LinearMap.ker_eq_bot']
      rintro ⟨v, hv⟩ h
      exact Subtype.ext (hinj v hv (congrArg Subtype.val h))
    obtain ⟨v, hv⟩ := LinearMap.injective_iff_surjective.1 hT ⟨φ, hφ⟩
    exact ⟨lower v.1, hdown _ v.2, congrArg Subtype.val hv⟩
```

## From traces to counting

Let K, V and W be finite-dimensional, e: K → V injective and f: V → W surjective, with im e = ker f, and let operators a, b, c on K, V, W be compatible with them. Choose g with fg = 1 and p with ep = 1 − gf. Then b = bep + bgf, and cyclicity gives

tr b = tr(pbe) + tr(fbg) = tr a + tr c

```lean
/-- Traces add along a short exact sequence of spaces with compatible operators. -/
theorem trace_exact {K V W : Type*} [AddCommGroup K] [Module ℂ K] [FiniteDimensional ℂ K]
    [AddCommGroup V] [Module ℂ V] [FiniteDimensional ℂ V]
    [AddCommGroup W] [Module ℂ W] [FiniteDimensional ℂ W]
    (e : K →ₗ[ℂ] V) (f : V →ₗ[ℂ] W) (he : Function.Injective e) (hf : Function.Surjective f)
    (hex : ∀ v, f v = 0 ↔ ∃ x, e x = v) (a : K →ₗ[ℂ] K) (b : V →ₗ[ℂ] V) (c : W →ₗ[ℂ] W)
    (hab : ∀ x, b (e x) = e (a x)) (hbc : ∀ v, f (b v) = c (f v)) :
    LinearMap.trace ℂ V b = LinearMap.trace ℂ K a + LinearMap.trace ℂ W c := by
  obtain ⟨q, hq⟩ := e.exists_leftInverse_of_injective (LinearMap.ker_eq_bot.2 he)
  obtain ⟨g, hg⟩ := f.exists_rightInverse_of_surjective (LinearMap.range_eq_top.2 hf)
  have hq' : ∀ x, q (e x) = x := fun x => LinearMap.congr_fun hq x
  have hg' : ∀ w, f (g w) = w := fun w => LinearMap.congr_fun hg w
  -- the projection onto the kernel along the chosen section
  obtain ⟨p, hp⟩ : ∃ p : V →ₗ[ℂ] K, ∀ v, e (p v) = v - g (f v) := by
    refine ⟨q ∘ₗ (LinearMap.id - g ∘ₗ f), fun v => ?_⟩
    obtain ⟨x, hx⟩ := (hex (v - g (f v))).1 (by simp [hg'])
    change e (q (v - g (f v))) = _
    rw [← hx, hq']
  have hb : (b ∘ₗ e) ∘ₗ p + (b ∘ₗ g) ∘ₗ f = b := by
    refine LinearMap.ext fun v => ?_
    change b (e (p v)) + b (g (f v)) = b v
    rw [hp, ← map_add, sub_add_cancel]
  have h1 : p ∘ₗ (b ∘ₗ e) = a := by
    refine LinearMap.ext fun x => he ?_
    change e (p (b (e x))) = e (a x)
    rw [hp, hab, (hex _).2 ⟨a x, rfl⟩, map_zero, sub_zero]
  have h2 : f ∘ₗ (b ∘ₗ g) = c := by
    refine LinearMap.ext fun w => ?_
    change f (b (g w)) = c w
    rw [hbc, hg']
  calc LinearMap.trace ℂ V b
      = LinearMap.trace ℂ V ((b ∘ₗ e) ∘ₗ p) + LinearMap.trace ℂ V ((b ∘ₗ g) ∘ₗ f) := by
        rw [← map_add, hb]
    _ = _ := by
        rw [LinearMap.trace_comp_comm' p (b ∘ₗ e), LinearMap.trace_comp_comm' f (b ∘ₗ g), h1, h2]
```

On a whole sector, the trace counts the sets with σA = A.

```lean
/-- The sets of `k` beta sites that a permutation maps to themselves. -/
def invariantSets (σ : Equiv.Perm (Fin N)) (k : ℤ) : Finset (Finset (Fin N)) :=
  univ.filter fun A => (A.card : ℤ) = k ∧ A.image σ = A
```

Take the basis with one state for each set A of beta sites, with amplitude 1 on A and 0 elsewhere. The diagonal entry of P_σ at A is 1 if σ⁻¹A = A and 0 otherwise. The proof projects onto the sector to use the basis of the full space.

```lean
/-- The trace of a permutation on the states with `k` betas is the number of invariant sets
of `k` beta sites. -/
theorem trace_permuteSector (σ : Equiv.Perm (Fin N)) (k : ℤ) :
    LinearMap.trace ℂ _ (permuteSector σ k) = (invariantSets σ k).card := by
  have hinv : ∀ A : Finset (Fin N), A.image σ.symm = A ↔ A.image σ = A := by
    intro A
    constructor <;> intro h
    · calc A.image σ = (A.image σ.symm).image σ := by rw [h]
        _ = A := by simp [image_image]
    · calc A.image σ.symm = (A.image σ).image σ.symm := by rw [h]
        _ = A := by simp [image_image]
  -- the projection onto the sector moves the trace to the full state space
  let p : State N →ₗ[ℂ] sector N k :=
    { toFun := fun ψ => ⟨fun A => if (A.card : ℤ) = k then ψ A else 0, fun A hA => if_neg hA⟩
      map_add' := by
        intro φ ψ
        apply Subtype.ext
        funext A
        by_cases h : (A.card : ℤ) = k <;> simp [h]
      map_smul' := by
        intro c ψ
        apply Subtype.ext
        funext A
        by_cases h : (A.card : ℤ) = k <;> simp [h] }
  have hp : permuteSector σ k = p ∘ₗ (permute σ ∘ₗ (sector N k).subtype) := by
    refine LinearMap.ext fun ψ => Subtype.ext (funext fun A => ?_)
    change (permuteSector σ k ψ).1 A =
      if (A.card : ℤ) = k then (permuteSector σ k ψ).1 A else 0
    by_cases h : (A.card : ℤ) = k
    · rw [if_pos h]
    · rw [if_neg h]
      exact (permuteSector σ k ψ).2 A h
  rw [hp, LinearMap.trace_comp_comm' (permute σ ∘ₗ (sector N k).subtype) p,
    LinearMap.trace_eq_matrix_trace ℂ (Pi.basisFun ℂ (Finset (Fin N))), Matrix.trace,
    invariantSets, ← sum_boole]
  refine sum_congr rfl fun A _ => ?_
  rw [Matrix.diag_apply, LinearMap.toMatrix_apply, Pi.basisFun_repr, Pi.basisFun_apply]
  change (if ((A.image σ.symm).card : ℤ) = k then
    (Pi.single A 1 : State N) (A.image σ.symm) else 0) = _
  simp only [card_image_of_injective _ σ.symm.injective, Pi.single_apply, hinv]
  by_cases h1 : (A.card : ℤ) = k
  · by_cases h2 : A.image σ = A <;> simp [h1, h2]
  · simp [h1]
```

Applying the trace identity to ker S⁺ → sector k → sector k − 1, and writing I_k for the number of invariant k-sets,

tr P_σ = I_k − I_{k−1}

```lean
/-- For `2k ≤ N + 1`, the character of any permutation on the spin functions with `k` betas
annihilated by `S⁺` is the number of invariant `k`-sets minus that of invariant `(k-1)`-sets. -/
theorem trace_permuteSpin (σ : Equiv.Perm (Fin N)) {k : ℤ} (hk : 2 * k ≤ N + 1) :
    LinearMap.trace ℂ _ (permuteSpin σ k) =
      (invariantSets σ k).card - (invariantSets σ (k - 1)).card := by
  have hmem : ∀ ψ, ψ ∈ spinFunctions N k ↔ raise ψ = 0 ∧ ψ ∈ sector N k := fun _ => Iff.rfl
  have hmap := map_raise_sector hk
  have h := trace_exact
    (Submodule.inclusion (fun ψ h => ((hmem ψ).1 h).2 : spinFunctions N k ≤ sector N k))
    (raise.restrict (p := sector N k) (q := sector N (k - 1))
      (fun ψ h => hmap ▸ Submodule.mem_map_of_mem h))
    (Submodule.inclusion_injective _)
    (by
      rintro ⟨φ, hφ⟩
      rw [← hmap] at hφ
      obtain ⟨ψ, hψ, e⟩ := hφ
      exact ⟨⟨ψ, hψ⟩, Subtype.ext e⟩)
    (by
      intro v
      constructor
      · intro h
        exact ⟨⟨v.1, (hmem _).2 ⟨congrArg Subtype.val h, v.2⟩⟩, Subtype.ext rfl⟩
      · rintro ⟨x, rfl⟩
        exact Subtype.ext ((hmem _).1 x.2).1)
    (permuteSpin σ k) (permuteSector σ k) (permuteSector σ (k - 1))
    (fun x => Subtype.ext rfl) (fun v => Subtype.ext (raise_permute σ v.1))
  rw [trace_permuteSector, trace_permuteSector] at h
  linear_combination -h
```

## The swap

Binomials with negative lower index are set to zero.

```lean
/-- The binomial coefficient with integer lower index, zero when that index is negative. -/
def binom (n : ℕ) (m : ℤ) : ℕ := if 0 ≤ m then n.choose m.toNat else 0
```

A set invariant under the swap of i ≠ j contains neither site or both:

I_k = C(N−2, k) + C(N−2, k−2)

```lean
/-- The number of sets of `k` beta sites invariant under the swap of two distinct sites. -/
theorem card_invariantSets_swap {i j : Fin N} (hij : i ≠ j) (k : ℤ) :
    (invariantSets (Equiv.swap i j) k).card = binom (N - 2) k + binom (N - 2) (k - 2) := by
  have hswap : ∀ A : Finset (Fin N), A.image (Equiv.swap i j) = A ↔ (i ∈ A ↔ j ∈ A) := by
    intro A
    constructor
    · intro h
      constructor <;> intro hi <;> rw [← h]
      · exact mem_image.2 ⟨i, hi, Equiv.swap_apply_left i j⟩
      · exact mem_image.2 ⟨j, hi, Equiv.swap_apply_right i j⟩
    · intro h
      refine eq_of_subset_of_card_le ?_
        (card_image_of_injective _ (Equiv.swap i j).injective).ge
      intro y hy
      obtain ⟨x, hx, rfl⟩ := mem_image.1 hy
      by_cases h1 : x = i
      · subst h1
        rw [Equiv.swap_apply_left]
        exact h.1 hx
      · by_cases h2 : x = j
        · subst h2
          rw [Equiv.swap_apply_right]
          exact h.2 hx
        · rwa [Equiv.swap_apply_of_ne_of_ne h1 h2]
  have hsub : ∀ B : Finset (Fin N), B ⊆ ({i, j} : Finset (Fin N))ᶜ ↔ i ∉ B ∧ j ∉ B := by
    intro B
    constructor
    · intro h
      exact ⟨fun hi => by simpa using h hi, fun hj => by simpa using h hj⟩
    · rintro ⟨h1, h2⟩ x hx
      have e1 : x ≠ i := fun e => h1 (e ▸ hx)
      have e2 : x ≠ j := fun e => h2 (e ▸ hx)
      simp [e1, e2]
  let T : ℤ → Finset (Finset (Fin N)) := fun m =>
    (({i, j} : Finset (Fin N))ᶜ).powerset.filter fun A => (A.card : ℤ) = m
  have hmT : ∀ m A, A ∈ T m ↔ (i ∉ A ∧ j ∉ A) ∧ (A.card : ℤ) = m := by
    intro m A
    rw [← hsub, ← mem_powerset]
    exact mem_filter
  have hT : ∀ m, (T m).card = binom (N - 2) m := by
    intro m
    have hR : (({i, j} : Finset (Fin N))ᶜ).card = N - 2 := by
      rw [card_compl, card_pair hij, Fintype.card_fin]
    unfold binom
    split_ifs with h
    · rw [← hR, ← card_powersetCard]
      congr 1
      ext A
      rw [hmT, mem_powersetCard, hsub]
      constructor <;> rintro ⟨h1, h2⟩ <;> exact ⟨h1, by omega⟩
    · rw [card_eq_zero, eq_empty_iff_forall_notMem]
      intro A hA
      have := ((hmT m A).1 hA).2
      omega
  have hback : ∀ B : Finset (Fin N), i ∉ B ∧ j ∉ B →
      ((insert i (insert j B)).erase i).erase j = B := by
    rintro B ⟨h1, h2⟩
    rw [erase_insert (by simp [hij, h1]), erase_insert h2]
  -- an invariant set contains neither of the two sites, or both
  have hS : invariantSets (Equiv.swap i j) k =
      T k ∪ (T (k - 2)).image (fun B => insert i (insert j B)) := by
    ext A
    simp only [invariantSets, mem_filter, mem_univ, true_and, mem_union, mem_image, hmT, hswap]
    constructor
    · rintro ⟨hc, hA⟩
      by_cases hi : i ∈ A
      · right
        have hj : j ∈ A.erase i := mem_erase.2 ⟨hij.symm, hA.1 hi⟩
        have c1 := card_erase_add_one hi
        have c2 := card_erase_add_one hj
        refine ⟨(A.erase i).erase j, ⟨⟨by simp, by simp⟩, by omega⟩, ?_⟩
        rw [insert_erase hj, insert_erase hi]
      · exact Or.inl ⟨⟨hi, fun hj => hi (hA.2 hj)⟩, hc⟩
    · rintro (⟨⟨h1, h2⟩, hc⟩ | ⟨B, ⟨⟨h1, h2⟩, hc⟩, rfl⟩)
      · exact ⟨hc, iff_of_false h1 h2⟩
      · have c1 := card_insert_of_notMem (show i ∉ insert j B by simp [hij, h1])
        have c2 := card_insert_of_notMem h2
        exact ⟨by omega, by simp⟩
  have hdis : Disjoint (T k) ((T (k - 2)).image (fun B => insert i (insert j B))) := by
    refine disjoint_left.2 fun A hA hB => ?_
    obtain ⟨B, _, rfl⟩ := mem_image.1 hB
    exact ((hmT _ _).1 hA).1.1 (mem_insert_self i _)
  rw [hS, card_union_of_disjoint hdis, card_image_of_injOn, hT, hT]
  intro B hB C hC h
  exact (hback B ((hmT _ _).1 (mem_coe.1 hB)).1).symm.trans
    ((congrArg (fun D : Finset (Fin N) => (D.erase i).erase j) h).trans
      (hback C ((hmT _ _).1 (mem_coe.1 hC)).1))
```

Subtracting I_{k−1} gives, for any two distinct sites and 2k ≤ N,

tr P_ij = C(N−2, k) − C(N−2, k−1) + C(N−2, k−2) − C(N−2, k−3)

The hypothesis `hij` already forces N ≥ 2.

```lean
/-- The trace of the swap of two distinct spins on the spin functions of `N` spins one half
with `k` betas, `2k ≤ N`, that are annihilated by `S⁺`. -/
theorem trace_swap {i j : Fin N} (hij : i ≠ j) {k : ℕ} (hk : 2 * k ≤ N) :
    LinearMap.trace ℂ _ (permuteSpin (Equiv.swap i j) (k : ℤ)) =
      (binom (N - 2) k : ℂ) - binom (N - 2) (k - 1)
        + binom (N - 2) (k - 2) - binom (N - 2) (k - 3) := by
  rw [trace_permuteSpin _ (by omega), card_invariantSets_swap hij, card_invariantSets_swap hij,
    show (k : ℤ) - 1 - 2 = k - 3 by ring]
  push_cast
  ring

end

end SpinCharacters
```

For N = 4 and k = 2 the trace is 1 − 2 + 1 − 0 = 0. The space holds two singlets: in one, spins i and j are singlet-coupled (P_ij = −1); in the other, triplet-coupled (P_ij = +1).

```lean
#print axioms SpinCharacters.trace_swap
-- 'SpinCharacters.trace_swap' depends on axioms: [propext, Classical.choice, Quot.sound]
```
